# The fixed-phase potential of x + ie concentrates into a diverging barrier at the node as e → 0⁺

For $e>0$, the complex trial function $x+ie$ has phase $\varphi_e(x)=\pi/2-\arctan(x/e)$. In units $\hbar=m=1$, half its squared gradient is the potential

$$U_e(x)=\tfrac12\varphi_e'(x)^2=\frac{e^2}{2(x^2+e^2)^2}.$$

As $e\to0^+$, $U_e(x)\to0$ at every $x\neq0$, while $\int_{-\infty}^{\infty}U_e\,dx=\pi/(4e)\to\infty$. Moreover, for every bounded continuous function $\rho$,

$$e\int_{-\infty}^{\infty}U_e(x)\rho(x)\,dx\;\to\;\frac{\pi}{4}\,\rho(0).$$

Here $e$ is a regularisation length, neither a charge nor Euler's number. The real function $x$ has a node at the origin, and adding $ie$ removes it. In fixed-phase diffusion Monte Carlo the phase of the wave function is held at that of a trial function, and half the squared phase gradient acts as an extra repulsive potential on the modulus. For one particle on a line and this one-parameter trial function, the result shows how that potential turns into a barrier where the real function has its node.

## From the phase to the barrier

**Phase.** Put $\theta=\arctan(x/e)$, so that $\cos\theta>0$ and $\sin\theta=(x/e)\cos\theta$. Then

$$x+ie=\frac{e}{\cos\theta}(\sin\theta+i\cos\theta)=\frac{e}{\cos\theta}\left[\cos\left(\tfrac{\pi}{2}-\theta\right)+i\sin\left(\tfrac{\pi}{2}-\theta\right)\right].$$

The prefactor is positive and $\pi/2-\theta$ lies in $(0,\pi)$, so this angle is the principal phase.

**Potential.** Differentiation gives

$$\varphi_e'(x)=-\frac{1/e}{1+x^2/e^2}=-\frac{e}{x^2+e^2},$$

and half the square is $U_e$. For $x\neq0$ we have $U_e(x)\le e^2/(2x^4)\to0$. At the node itself, $U_e(0)=1/(2e^2)$ grows without bound.

**Integral.** The potential is integrable because

$$U_e(x)\le\frac{1+e^2}{2e^2}\,\frac{1}{1+x^2}.$$

After clearing denominators this says $e^4(1+x^2)\le(1+e^2)(x^2+e^2)^2$, and the right side minus the left is $(1+e^2)(x^2+e^2)x^2+e^2(x^2+e^4)\ge0$. An antiderivative is

$$F(x)=\frac14\left[\frac{x}{x^2+e^2}+\frac1e\arctan\frac xe\right],$$

since

$$F'(x)=\frac14\left[\frac{e^2-x^2}{(x^2+e^2)^2}+\frac{1}{x^2+e^2}\right]=\frac{e^2}{2(x^2+e^2)^2}.$$

Its limits at $\pm\infty$ are $\pm\pi/(8e)$, and their difference is $\pi/(4e)$.

**Energy in a density.** The potential scales as $U_e(ey)=U_1(y)/e^2$. Substituting $x=ey$ gives

$$e\int U_e(x)\rho(x)\,dx=e^2\int U_e(ey)\rho(ey)\,dy=\int U_1(y)\rho(ey)\,dy.$$

If $|\rho|\le M$, the integrand is bounded by the integrable function $M\,U_1(y)$. For continuous $\rho$ it tends to $U_1(y)\rho(0)$ at each $y$, so dominated convergence gives $(\pi/4)\rho(0)$. When $\rho(0)>0$, multiplying by $1/e$ shows that $\int U_e\rho\,dx\to+\infty$. The choice $\rho=1$ recovers the divergence of the line integral.

**The case $e=0$.** The phase of the real function $x$ is $\pi$ for $x<0$ and $0$ for $x>0$. Its gradient vanishes on both sides, so a potential computed pointwise after setting $e=0$ shows no barrier. Keeping $e>0$ and taking the limit last gives a different answer: both $U_e(0)$ and $\int U_e\,dx$ diverge as $e\to0^+$.

## The barrier in a local energy

In fixed-phase diffusion Monte Carlo guided by the modulus of the trial function, the phase term enters through the real part of the local energy, together with a term from the modulus. For $\Psi=Re^{i\varphi}$ with modulus $R$,

$$\operatorname{Re}\left(-\frac{\Psi''}{2\Psi}\right)=-\frac{R''}{2R}+\frac{\varphi'^2}{2}.$$

For $\Psi=x+ie$ the left side is zero because $\Psi''=0$. The modulus $R=\sqrt{x^2+e^2}$ contributes exactly $-U_e$, which cancels the phase term. The kinetic local energy therefore shows no spike, and the repulsion from the node appears in the drift $R'/R=x/(x^2+e^2)$.

## The formal development

In Lean 4 with Mathlib:

```lean
import Mathlib

open Filter Topology MeasureTheory
open scoped Real

namespace FixedPhaseNodalBarrier

noncomputable section
```

The trial function takes the real parameters `e` and `x` to a complex number.

```lean
/-- The complex trial function `x + i e`, which regularises the real function `x` with a node
at the origin. -/
def trialWave (e x : ℝ) : ℂ := (x : ℂ) + (e : ℂ) * Complex.I
```

The phase is the principal argument `Complex.arg`. For positive `e` the trial function stays in the upper half-plane, so its phase never meets the branch cut.

```lean
/-- The phase of the trial function at the point `x`. -/
def phase (e x : ℝ) : ℝ := Complex.arg (trialWave e x)
```

The potential is defined through the derivative of this phase. The closed formula for $U_e$ is therefore a theorem about the trial function.

```lean
/-- The fixed-phase potential: half the squared gradient of the phase (units `ħ = m = 1`). -/
def phasePotential (e x : ℝ) : ℝ := (deriv (phase e) x) ^ 2 / 2
```

`phase_eq` proves the phase formula. The step `hz` is the polar form above, and the final rewrite reads off the argument from the positive modulus and the bounds on the angle.

```lean
/-- For `e > 0` the phase of `x + i e` is `π/2 - arctan (x/e)`. -/
theorem phase_eq {e : ℝ} (he : 0 < e) (x : ℝ) :
    phase e x = π / 2 - Real.arctan (x / e) := by
  have hc := Real.cos_arctan_pos (x / e)
  have ht : Real.sin (Real.arctan (x / e)) = x / e * Real.cos (Real.arctan (x / e)) := by
    have h := Real.tan_arctan (x / e)
    rw [Real.tan_eq_sin_div_cos, div_eq_iff hc.ne'] at h
    exact h
  -- polar form of the trial function
  have hz : trialWave e x = ((e / Real.cos (Real.arctan (x / e)) : ℝ) : ℂ) *
      (Complex.cos ((π / 2 - Real.arctan (x / e) : ℝ) : ℂ) +
        Complex.sin ((π / 2 - Real.arctan (x / e) : ℝ) : ℂ) * Complex.I) := by
    rw [← Complex.ofReal_cos, ← Complex.ofReal_sin, Real.cos_pi_div_two_sub,
      Real.sin_pi_div_two_sub, ht]
    generalize Real.cos (Real.arctan (x / e)) = c at hc ⊢
    have hc' : (c : ℂ) ≠ 0 := Complex.ofReal_ne_zero.2 hc.ne'
    have he' : (e : ℂ) ≠ 0 := Complex.ofReal_ne_zero.2 he.ne'
    unfold trialWave
    push_cast
    field_simp
  have h1 := Real.arctan_lt_pi_div_two (x / e)
  have h2 := Real.neg_pi_div_two_lt_arctan (x / e)
  have h3 := Real.pi_pos
  rw [phase, hz, Complex.arg_mul_cos_add_sin_mul_I (div_pos he hc)
    ⟨by linarith, by linarith⟩]
```

The next lemma supplies the derivative of $\arctan(x/e)$ by the chain rule.

```lean
lemma hasDerivAt_arctan_div {e : ℝ} (he : 0 < e) (x : ℝ) :
    HasDerivAt (fun y => Real.arctan (y / e)) (e / (x ^ 2 + e ^ 2)) x := by
  refine ((hasDerivAt_id' x).div_const e).arctan.congr_deriv ?_
  have hD : x ^ 2 + e ^ 2 ≠ 0 := by positivity
  have h : 1 + (x / e) ^ 2 = (x ^ 2 + e ^ 2) / e ^ 2 := by
    field_simp
    ring
  rw [h]
  field_simp
```

Subtracting that function from the constant $\pi/2$ changes the sign of the derivative, and squaring removes the sign.

```lean
/-- The phase potential of `x + i e` is `e² / (2 (x² + e²)²)`. -/
theorem phasePotential_eq {e : ℝ} (he : 0 < e) (x : ℝ) :
    phasePotential e x = e ^ 2 / (2 * (x ^ 2 + e ^ 2) ^ 2) := by
  have h : HasDerivAt (phase e) (-(e / (x ^ 2 + e ^ 2))) x := by
    rw [show phase e = fun y => π / 2 - Real.arctan (y / e) from funext (phase_eq he)]
    exact (hasDerivAt_arctan_div he x).const_sub (π / 2)
  rw [phasePotential, h.deriv, neg_sq, div_pow, div_div, mul_comm (_ ^ 2) 2]
```

Non-negativity follows directly from the definition as half a square. Continuity uses the closed formula, whose denominator is positive when `e` is.

```lean
lemma phasePotential_nonneg (e x : ℝ) : 0 ≤ phasePotential e x := by
  unfold phasePotential
  positivity

lemma continuous_phasePotential {e : ℝ} (he : 0 < e) : Continuous (phasePotential e) := by
  rw [show phasePotential e = fun x => e ^ 2 / (2 * (x ^ 2 + e ^ 2) ^ 2) from
    funext (phasePotential_eq he)]
  exact Continuous.div (by fun_prop) (by fun_prop) (fun x => by positivity)
```

Integrability is the comparison with $1/(1+x^2)$. The quantity `h` is twice the non-negative difference found by hand.

```lean
/-- For `e > 0` the phase potential is integrable over the whole line. -/
theorem integrable_phasePotential {e : ℝ} (he : 0 < e) : Integrable (phasePotential e) := by
  refine (integrable_inv_one_add_sq.const_mul ((1 + e ^ 2) / (2 * e ^ 2))).mono'
    (continuous_phasePotential he).aestronglyMeasurable (Eventually.of_forall fun x => ?_)
  rw [Real.norm_of_nonneg (phasePotential_nonneg e x), phasePotential_eq he,
    ← div_eq_mul_inv, div_div, div_le_div_iff₀ (by positivity) (by positivity)]
  have h : 0 ≤ 2 * (1 + e ^ 2) * (x ^ 2 + e ^ 2) * x ^ 2 + 2 * e ^ 2 * (x ^ 2 + e ^ 4) := by
    positivity
  linarith
```

The rational part of the antiderivative vanishes at both ends of the line. The lemma treats them together by assuming only that $|x|\to\infty$ along the filter `l`, and it uses the bound $|x|/(x^2+e^2)\le1/|x|$.

```lean
lemma tendsto_rational {e : ℝ} (he : 0 < e) {l : Filter ℝ}
    (hl : Tendsto (fun x : ℝ => |x|) l atTop) :
    Tendsto (fun x : ℝ => x / (x ^ 2 + e ^ 2)) l (𝓝 0) := by
  refine squeeze_zero_norm (fun x => ?_) (tendsto_inv_atTop_zero.comp hl)
  have hD : 0 < x ^ 2 + e ^ 2 := by positivity
  change ‖x / (x ^ 2 + e ^ 2)‖ ≤ |x|⁻¹
  rw [Real.norm_eq_abs, abs_div, abs_of_pos hD]
  rcases eq_or_ne x 0 with hx | hx
  · simp [hx]
  · rw [div_le_iff₀ hD, inv_mul_eq_div, le_div_iff₀ (abs_pos.2 hx), abs_mul_abs_self]
    nlinarith [sq_nonneg e]
```

In the integral theorem, `hF` verifies the antiderivative, while `htop` and `hbot` give its limits at $+\infty$ and $-\infty$. The fundamental theorem of calculus on the whole line then gives their difference.

```lean
/-- For `e > 0` the integral of the phase potential over the line equals `π / (4 e)`. -/
theorem integral_phasePotential {e : ℝ} (he : 0 < e) :
    ∫ x, phasePotential e x = π / (4 * e) := by
  -- an explicit antiderivative
  have hF : ∀ x, HasDerivAt (fun y => (y / (y ^ 2 + e ^ 2) + Real.arctan (y / e) / e) / 4)
      (phasePotential e x) x := by
    intro x
    have hD : x ^ 2 + e ^ 2 ≠ 0 := by positivity
    have hden : HasDerivAt (fun y : ℝ => y ^ 2 + e ^ 2) (2 * x) x := by
      simpa using (hasDerivAt_pow 2 x).add_const (e ^ 2)
    refine ((((hasDerivAt_id' x).fun_div hden hD).fun_add
      ((hasDerivAt_arctan_div he x).div_const e)).div_const 4).congr_deriv ?_
    rw [phasePotential_eq he]
    field_simp
    ring
  -- its limits at both ends of the line
  have htop := ((tendsto_rational he tendsto_abs_atTop_atTop).add
    (((tendsto_nhds_of_tendsto_nhdsWithin Real.tendsto_arctan_atTop).comp
      (tendsto_id.atTop_div_const he)).div_const e)).div_const 4
  have hbot := ((tendsto_rational he tendsto_abs_atBot_atTop).add
    (((tendsto_nhds_of_tendsto_nhdsWithin Real.tendsto_arctan_atBot).comp
      (tendsto_id.atBot_div_const he)).div_const e)).div_const 4
  rw [integral_of_hasDerivAt_of_tendsto hF (integrable_phasePotential he) hbot htop]
  field_simp
  ring
```

For the pointwise limit, `𝓝[>] 0` means that `e` approaches zero through positive values. With `x` fixed and non-zero, the closed formula is continuous in `e` at zero, where its value is zero. This replaces the explicit bound used by hand.

```lean
/-- Away from the node the phase potential vanishes as `e` tends to zero from above. -/
theorem tendsto_phasePotential_off_node {x : ℝ} (hx : x ≠ 0) :
    Tendsto (fun e => phasePotential e x) (𝓝[>] 0) (𝓝 0) := by
  have hc : ContinuousAt (fun e : ℝ => e ^ 2 / (2 * (x ^ 2 + e ^ 2) ^ 2)) 0 :=
    ContinuousAt.div (by fun_prop) (by fun_prop) (by simp [hx])
  have h : Tendsto (fun e : ℝ => e ^ 2 / (2 * (x ^ 2 + e ^ 2) ^ 2)) (𝓝 0) (𝓝 0) := by
    convert hc.tendsto using 2
    simp
  refine (h.mono_left nhdsWithin_le_nhds).congr' ?_
  filter_upwards [self_mem_nhdsWithin] with e he
  exact (phasePotential_eq he x).symm
```

The scaling law relates every positive regularisation length to the case `e = 1`.

```lean
/-- Stretching lengths by `e` turns the potential at regularisation `e` into the one at
regularisation `1`, divided by `e²`. -/
theorem phasePotential_scaling {e : ℝ} (he : 0 < e) (y : ℝ) :
    phasePotential e (e * y) = phasePotential 1 y / e ^ 2 := by
  have hy : y ^ 2 + 1 ≠ 0 := by positivity
  rw [phasePotential_eq he, phasePotential_eq one_pos,
    show (e * y) ^ 2 + e ^ 2 = e ^ 2 * (y ^ 2 + 1) by ring, one_pow]
  field_simp
```

In `tendsto_point_barrier`, `ρ` is any continuous real function bounded in absolute value by `M`. In the physical reading it is a probability density, the squared modulus of a state, but neither positivity nor normalisation is required. It is held fixed as `e` changes, so the theorem does not cover a density that responds to the barrier, nor the trial function's own $x^2+e^2$, which is also unbounded.

The step `h` is dominated convergence in the stretched coordinate. The `calc` block carries out the change of variables, with `Measure.integral_comp_mul_left` supplying the Jacobian.

```lean
/-- For a bounded continuous density `ρ`, `e` times the phase-potential energy tends to
`(π/4) ρ(0)` as `e` tends to zero from above. -/
theorem tendsto_point_barrier {ρ : ℝ → ℝ} (hρ : Continuous ρ) {M : ℝ} (hM : ∀ x, |ρ x| ≤ M) :
    Tendsto (fun e => e * ∫ x, phasePotential e x * ρ x) (𝓝[>] 0) (𝓝 (π / 4 * ρ 0)) := by
  have hU := continuous_phasePotential one_pos
  -- dominated convergence in the stretched coordinate y = x / e
  have h : Tendsto (fun e : ℝ => ∫ y, phasePotential 1 y * ρ (e * y)) (𝓝[>] 0)
      (𝓝 (∫ y, phasePotential 1 y * ρ 0)) := by
    refine tendsto_integral_filter_of_dominated_convergence (fun y => phasePotential 1 y * M)
      (Eventually.of_forall fun e => ?_)
      (Eventually.of_forall fun e => Eventually.of_forall fun y => ?_)
      ((integrable_phasePotential one_pos).mul_const M) (Eventually.of_forall fun y => ?_)
    · exact (hU.mul (hρ.comp (continuous_const.mul continuous_id))).aestronglyMeasurable
    · rw [norm_mul, Real.norm_of_nonneg (phasePotential_nonneg 1 y), Real.norm_eq_abs]
      exact mul_le_mul_of_nonneg_left (hM _) (phasePotential_nonneg 1 y)
    · have hc : Continuous fun e : ℝ => ρ (e * y) := by fun_prop
      exact ((hc.tendsto' 0 (ρ 0) (by simp)).mono_left nhdsWithin_le_nhds).const_mul _
  rw [integral_mul_const, integral_phasePotential one_pos, mul_one] at h
  refine h.congr' ?_
  filter_upwards [self_mem_nhdsWithin] with e he
  have he : 0 < e := he
  have hs := Measure.integral_comp_mul_left (fun x => phasePotential e x * ρ x) e
  calc ∫ y, phasePotential 1 y * ρ (e * y)
      = ∫ y, e ^ 2 * (phasePotential e (e * y) * ρ (e * y)) := by
        congr 1
        ext y
        rw [phasePotential_scaling he]
        field_simp
    _ = e ^ 2 * ∫ y, phasePotential e (e * y) * ρ (e * y) := integral_const_mul _ _
    _ = e ^ 2 * (|e⁻¹| • ∫ x, phasePotential e x * ρ x) := congrArg (fun t => e ^ 2 * t) hs
    _ = e * ∫ x, phasePotential e x * ρ x := by
        rw [abs_of_pos (inv_pos.2 he), smul_eq_mul, ← mul_assoc]
        congr 1
        field_simp
```

For `energy_diverges`, the density must also be positive at the node. The proof multiplies the positive limit just obtained by $1/e$, which tends to $+\infty$, written `atTop`. If instead $\rho(0)=0$, the previous theorem says only that $e$ times the energy tends to zero; it does not decide whether the energy stays bounded.

```lean
/-- If a bounded continuous density is positive at the node, its phase-potential energy
diverges as `e` tends to zero from above. -/
theorem energy_diverges {ρ : ℝ → ℝ} (hρ : Continuous ρ) {M : ℝ} (hM : ∀ x, |ρ x| ≤ M)
    (h0 : 0 < ρ 0) :
    Tendsto (fun e => ∫ x, phasePotential e x * ρ x) (𝓝[>] 0) atTop := by
  have hpos : 0 < π / 4 * ρ 0 := by positivity
  refine (tendsto_inv_nhdsGT_zero.atTop_mul_pos hpos (tendsto_point_barrier hρ hM)).congr' ?_
  filter_upwards [self_mem_nhdsWithin] with e he
  exact inv_mul_cancel_left₀ (ne_of_gt he) _
```

The final theorem collects three statements: the potential vanishes off the node, its line integral has the stated value for every positive `e`, and that integral diverges. The last part uses the constant function `ρ = 1`, which is bounded and continuous though not normalisable. These are statements about the potential and its integrals; how the fixed-phase ground state or its energy behaves as $e\to0^+$ is a separate question.

```lean
/-- As `e` tends to zero from above, the phase potential vanishes at every point off the node,
while its integral over the line, equal to `π / (4 e)`, diverges. -/
theorem nodal_barrier :
    (∀ x : ℝ, x ≠ 0 → Tendsto (fun e => phasePotential e x) (𝓝[>] 0) (𝓝 0)) ∧
    (∀ e : ℝ, 0 < e → ∫ x, phasePotential e x = π / (4 * e)) ∧
    Tendsto (fun e => ∫ x, phasePotential e x) (𝓝[>] 0) atTop := by
  refine ⟨fun x hx => tendsto_phasePotential_off_node hx,
    fun e he => integral_phasePotential he, ?_⟩
  -- the uniform density ρ = 1
  have h := energy_diverges (ρ := fun _ => 1) continuous_const (M := 1)
    (fun _ => by simp) one_pos
  simpa only [mul_one] using h

end

end FixedPhaseNodalBarrier
```

```lean
#print axioms FixedPhaseNodalBarrier.tendsto_phasePotential_off_node
#print axioms FixedPhaseNodalBarrier.nodal_barrier
```

```
'FixedPhaseNodalBarrier.tendsto_phasePotential_off_node' depends on axioms: [propext, Classical.choice, Quot.sound]
'FixedPhaseNodalBarrier.nodal_barrier' depends on axioms: [propext, Classical.choice, Quot.sound]
```
